# Majorana bilinears with distinct index sets form no claw in a nontrivial complex algebra

Let \(A\) be a ring with unit and \(g_i\in A\) a family of elements labelled by a set \(\iota\) of any size. In Lean the family is a function `g : ι → A`. Parts (a) to (d) use only the ring structure; from (e) on, \(A\) is an algebra over \(\mathbb C\).

```lean
import Mathlib

open Matrix

namespace FreeFermionClaw

noncomputable section

variable {ι A : Type*} [Ring A]
```

The \(g_i\) are Majorana generators if

\[
g_i^2=1,\qquad g_ig_j=-g_jg_i\quad(i\neq j).
\]

This normalises the square to 1. No adjoint is used, so Hermiticity is not required.

```lean
/-- Majorana generators: each squares to one and different ones anticommute. -/
structure IsMajorana (g : ι → A) : Prop where
  sq : ∀ i, g i * g i = 1
  anti : ∀ i j, i ≠ j → g i * g j = -(g j * g i)
```

Two elements anticommute if \(xy=-yx\).

```lean
/-- Two operators anticommute. -/
def Anticommute (x y : A) : Prop := x * y = -(y * x)
```

A claw consists of a centre that anticommutes with three leaves, which commute with one another. The leaves are numbered 0, 1, 2, as in `Fin 3`. `IsClaw` records only these relations; it does not ask that the leaves be different or nonzero.

```lean
/-- A claw of operators: the centre anticommutes with three leaves, and the leaves commute
with each other. -/
structure IsClaw (centre : A) (leaf : Fin 3 → A) : Prop where
  centre_leaf : ∀ k, Anticommute centre (leaf k)
  leaf_leaf : ∀ j k, Commute (leaf j) (leaf k)
```

A bilinear is a product \(g_ag_b\), with index set \(\{a,b\}\). Claws matter for spin Hamiltonians: if four Pauli terms have claw relations, no term-by-term map that preserves these relations sends them to nonzero multiples of Majorana bilinears in a nontrivial complex algebra with pairwise different index sets for the three leaves. Less direct free-fermion solutions are not excluded.

## (a) One anticommuting factor fixes the sign

**Task.** Let \(y\) anticommute with \(x\) and let \(z\) commute with \(x\). Show that \(yz\) and \(zy\) both anticommute with \(x\).

**Solution.** Move \(x\) to the left through one factor at a time:

\[
yzx=yxz=-xyz,\qquad zyx=-zxy=-xzy .
\]

The rewrites in the code are these exchanges, with the brackets made explicit.

```lean
/-- If `y` anticommutes with `x` and `z` commutes with `x`, then both products of `y` and `z`
anticommute with `x`. -/
theorem Anticommute.mul_commute {x y z : A} (h : Anticommute y x) (hz : Commute z x) :
    Anticommute (y * z) x ∧ Anticommute (z * y) x := by
  have h1 : y * x = -(x * y) := h
  have h2 : z * x = x * z := hz
  constructor
  · change y * z * x = -(x * (y * z))
    rw [mul_assoc, h2, ← mul_assoc, h1, neg_mul, mul_assoc]
  · change z * y * x = -(x * (z * y))
    rw [mul_assoc, h1, mul_neg, ← mul_assoc, h2, mul_assoc]
```

## (b) A generator commutes with a bilinear that lacks it

**Task.** Let \(c\neq a\) and \(c\neq b\). Show that \(g_c\) commutes with \(g_ag_b\).

**Solution.** Two exchanges give two signs:

\[
g_cg_ag_b=-g_ag_cg_b=g_ag_bg_c .
\]

The case \(a=b\) is allowed. The `calc` block follows this line.

```lean
/-- A Majorana generator commutes with a bilinear in which it does not occur. -/
theorem IsMajorana.commute_bilinear {g : ι → A} (hg : IsMajorana g) {c a b : ι}
    (ha : c ≠ a) (hb : c ≠ b) : Commute (g c) (g a * g b) := by
  change g c * (g a * g b) = g a * g b * g c
  calc g c * (g a * g b) = (g c * g a) * g b := (mul_assoc _ _ _).symm
    _ = -(g a * (g c * g b)) := by rw [hg.anti c a ha, neg_mul, mul_assoc]
    _ = g a * (g b * g c) := by rw [hg.anti c b hb, mul_neg, neg_neg]
    _ = g a * g b * g c := (mul_assoc _ _ _).symm
```

## (c) A generator anticommutes with its own bilinear

**Task.** Let \(a\neq b\). Show that \(g_a\) and \(g_b\) each anticommute with \(g_ag_b\).

**Solution.** Only one exchange is needed in each case:

\[
g_a(g_ag_b)=-g_a(g_bg_a)=-(g_ag_b)g_a,\qquad
g_b(g_ag_b)=-(g_ag_b)g_b .
\]

```lean
/-- Each of the two different generators in a Majorana bilinear anticommutes with it. -/
theorem IsMajorana.anticommute_own {g : ι → A} (hg : IsMajorana g) {a b : ι} (h : a ≠ b) :
    Anticommute (g a) (g a * g b) ∧ Anticommute (g b) (g a * g b) := by
  constructor
  · change g a * (g a * g b) = -(g a * g b * g a)
    rw [mul_assoc (g a) (g b) (g a), ← mul_neg, ← hg.anti a b h]
  · change g b * (g a * g b) = -(g a * g b * g b)
    rw [← mul_assoc (g b) (g a) (g b), hg.anti b a h.symm, neg_mul]
```

## (d) A quartic centre does give a claw

**Task.** Take seven different generators, written \(g_0,\dots,g_6\) for short. Show that the centre \(g_0g_1g_2g_3\) and the leaves \(g_0g_4,\ g_1g_5,\ g_2g_6\) form a claw.

**Solution.** Leaf \(k\) shares only \(g_k\) with the centre. By (c) this factor anticommutes with the leaf, and by (b) the other three factors of the centre commute with it. Repeated use of (a) shows that the whole centre anticommutes with the leaf. Two different leaves share no generator, so by (b) both factors of one commute with the other, and hence the leaves commute.

In Lean the injective map `e` selects the seven generators. The facts `a0`, `a1`, `a2` treat the centre against each leaf, and `h01`, `h02`, `h12` treat the pairs of leaves.

```lean
/-- With seven different Majorana generators, a quartic centre and three bilinear leaves
form a claw. -/
theorem quartic_claw {g : ι → A} (hg : IsMajorana g) (e : Fin 7 → ι)
    (he : Function.Injective e) :
    IsClaw (g (e 0) * g (e 1) * g (e 2) * g (e 3))
      ![g (e 0) * g (e 4), g (e 1) * g (e 5), g (e 2) * g (e 6)] := by
  have c : ∀ i j k : Fin 7, i ≠ j → i ≠ k → Commute (g (e i)) (g (e j) * g (e k)) :=
    fun i j k h h' => hg.commute_bilinear (he.ne h) (he.ne h')
  have o : ∀ i j : Fin 7, i ≠ j → Anticommute (g (e i)) (g (e i) * g (e j)) :=
    fun i j h => (hg.anticommute_own (he.ne h)).1
  -- each leaf shares exactly one generator with the centre
  have a0 := ((((o 0 4 (by decide)).mul_commute (c 1 0 4 (by decide) (by decide))).1.mul_commute
    (c 2 0 4 (by decide) (by decide))).1.mul_commute (c 3 0 4 (by decide) (by decide))).1
  have a1 := ((((o 1 5 (by decide)).mul_commute (c 0 1 5 (by decide) (by decide))).2.mul_commute
    (c 2 1 5 (by decide) (by decide))).1.mul_commute (c 3 1 5 (by decide) (by decide))).1
  have a2 := (((o 2 6 (by decide)).mul_commute ((c 0 2 6 (by decide) (by decide)).mul_left
    (c 1 2 6 (by decide) (by decide)))).2.mul_commute (c 3 2 6 (by decide) (by decide))).1
  -- different leaves share none
  have h01 := (c 0 1 5 (by decide) (by decide)).mul_left (c 4 1 5 (by decide) (by decide))
  have h02 := (c 0 2 6 (by decide) (by decide)).mul_left (c 4 2 6 (by decide) (by decide))
  have h12 := (c 1 2 6 (by decide) (by decide)).mul_left (c 5 2 6 (by decide) (by decide))
  constructor
  · intro k
    fin_cases k
    · exact a0
    · exact a1
    · exact a2
  · intro j k
    fin_cases j <;> fin_cases k
    · exact Commute.refl _
    · exact h01
    · exact h02
    · exact h01.symm
    · exact Commute.refl _
    · exact h12
    · exact h02.symm
    · exact h12.symm
    · exact Commute.refl _
```

## (e) Invertible elements cannot both commute and anticommute

**Task.** Let \(x,y\) be invertible in a nontrivial complex algebra, that is, one with \(1\neq0\). Show that if they commute, they do not anticommute.

**Solution.** If both relations held, then \(xy=yx=-xy\), so \(2xy=0\) and therefore \(xy=0\). But \(xy\) is invertible, and an invertible element of a nontrivial algebra is not zero.

```lean
variable [Algebra ℂ A]

/-- In a nontrivial complex algebra, invertible operators that commute do not anticommute. -/
theorem not_anticommute_of_commute [Nontrivial A] {x y : A} (hx : IsUnit x) (hy : IsUnit y)
    (h : Commute x y) : ¬ Anticommute x y := by
  intro h'
  have h2 : x * y = -(x * y) := h'.trans (congrArg Neg.neg h.eq.symm)
  have h3 : (2 : ℂ) • (x * y) = 0 := by
    rw [two_smul]
    exact eq_neg_iff_add_eq_zero.mp h2
  exact (hx.mul hy).ne_zero ((smul_eq_zero.mp h3).resolve_left two_ne_zero)
```

## (f) Bilinears anticommute exactly when they share one index

**Task.** Let \(A\) be nontrivial, \(a\neq b\) and \(c\neq d\). Show that \(g_ag_b\) and \(g_cg_d\) anticommute if and only if \(\{a,b\}\) and \(\{c,d\}\) are different and overlap.

**Solution.** Each generator is its own inverse, so bilinears are invertible. Suppose that the two anticommute. If the index sets were equal, then \(g_cg_d=\pm g_ag_b\), and the bilinears would commute. If the sets were disjoint, they would commute by (b). Both cases contradict (e).

Conversely, two different two-element sets that overlap share exactly one index. The shared factor of \(g_cg_d\) anticommutes with \(g_ag_b\) by (c), the other factor commutes with it by (b), and (a) gives the sign of the product. The code splits this direction into four cases, according to the position of the shared index in each pair.

```lean
/-- In a nontrivial complex algebra, two Majorana bilinears, each with two different indices,
anticommute exactly when their index sets are different and overlap. -/
theorem anticommute_iff [Nontrivial A] {g : ι → A} (hg : IsMajorana g) {a b c d : ι}
    (hab : a ≠ b) (hcd : c ≠ d) :
    Anticommute (g a * g b) (g c * g d) ↔
      ({a, b} : Set ι) ≠ {c, d} ∧ ¬ Disjoint ({a, b} : Set ι) {c, d} := by
  have u : ∀ i, IsUnit (g i) := fun i => ⟨⟨g i, g i, hg.sq i, hg.sq i⟩, rfl⟩
  have no := not_anticommute_of_commute ((u a).mul (u b)) ((u c).mul (u d))
  constructor
  · refine fun h => ⟨fun hs => no ?_ h, fun hd => no ?_ h⟩
    · rcases Set.pair_eq_pair_iff.mp hs with ⟨h1, h2⟩ | ⟨h1, h2⟩
      · rw [← h1, ← h2]
      · rw [← h1, ← h2, hg.anti b a hab.symm]
        exact (Commute.refl _).neg_right
    · exact ((hg.commute_bilinear (hd.ne_of_mem (by simp) (by simp)).symm
        (hd.ne_of_mem (by simp) (by simp)).symm).mul_left
        (hg.commute_bilinear (hd.ne_of_mem (by simp) (by simp)).symm
        (hd.ne_of_mem (by simp) (by simp)).symm)).symm
  · rintro ⟨hne, hnd⟩
    obtain ⟨x, hx, hy⟩ := Set.not_disjoint_iff.mp hnd
    simp only [Set.mem_insert_iff, Set.mem_singleton_iff] at hx hy
    -- the shared generator anticommutes, the other one commutes
    suffices key : Anticommute (g c * g d) (g a * g b) by
      have h1 : g c * g d * (g a * g b) = -(g a * g b * (g c * g d)) := key
      change g a * g b * (g c * g d) = -(g c * g d * (g a * g b))
      rw [h1, neg_neg]
    have own := hg.anticommute_own hab
    rcases hx with hx | hx <;> rcases hy with hy | hy
    · have e : c = a := hy.symm.trans hx
      rw [e] at hne hcd ⊢
      exact (own.1.mul_commute (hg.commute_bilinear hcd.symm (fun h => hne (by rw [h])))).1
    · have e : d = a := hy.symm.trans hx
      rw [e] at hne hcd ⊢
      exact (own.1.mul_commute (hg.commute_bilinear hcd
        (fun h => hne (by rw [h]; exact Set.pair_comm a b)))).2
    · have e : c = b := hy.symm.trans hx
      rw [e] at hne hcd ⊢
      exact (own.2.mul_commute (hg.commute_bilinear
        (fun h => hne (by rw [h]; exact Set.pair_comm a b)) hcd.symm)).1
    · have e : d = b := hy.symm.trans hx
      rw [e] at hne hcd ⊢
      exact (own.2.mul_commute (hg.commute_bilinear (fun h => hne (by rw [h])) hcd)).2
```

## (g) Three leaves cannot share two indices

**Task.** Let \(A\) be nontrivial, let \(z,w_0,w_1,w_2\) be nonzero complex numbers, and let the sets \(\{c_k,d_k\}\), \(k=0,1,2\), be pairwise different. Show that the centre \(z\,g_ag_b\) and the leaves \(w_k\,g_{c_k}g_{d_k}\) do not form a claw.

**Solution.** Suppose that they do. Every relation carries a common nonzero factor, \(zw_k\) or \(w_jw_k\), which can be divided out. The bare bilinears therefore satisfy the same relations.

If \(a=b\), the bare centre is \(g_a^2=1\), which commutes with everything and so, by (e), anticommutes with no leaf. Hence \(a\neq b\), and in the same way \(c_k\neq d_k\).

Different leaves commute, so by (e) they do not anticommute. Their index sets are different, so by (f) they must be disjoint. The centre anticommutes with each leaf, so by (f) each set \(\{c_k,d_k\}\) contains \(a\) or \(b\). With three leaves and two indices, two leaves contain the same index, which contradicts disjointness.

In the code, `anti` and `comm` remove the coefficients, `disj` and `meet` state the two facts about index sets, and the last lines run through the eight ways of assigning \(a\) or \(b\) to the leaves.

```lean
/-- In a nontrivial complex algebra, nonzero multiples of Majorana bilinears never form a claw when
the three leaves have pairwise different index sets. -/
theorem no_bilinear_claw [Nontrivial A] {g : ι → A} (hg : IsMajorana g) (a b : ι)
    (c d : Fin 3 → ι) (hdist : ∀ j k, j ≠ k → ({c j, d j} : Set ι) ≠ {c k, d k})
    (z : ℂ) (w : Fin 3 → ℂ) (hz : z ≠ 0) (hw : ∀ k, w k ≠ 0) :
    ¬ IsClaw (z • (g a * g b)) (fun k => w k • (g (c k) * g (d k))) := by
  intro h
  have u : ∀ i j, IsUnit (g i * g j) := fun i j =>
    IsUnit.mul ⟨⟨g i, g i, hg.sq i, hg.sq i⟩, rfl⟩ ⟨⟨g j, g j, hg.sq j, hg.sq j⟩, rfl⟩
  -- the nonzero coefficients drop out
  have anti : ∀ k, Anticommute (g a * g b) (g (c k) * g (d k)) := by
    intro k
    have h1 : (z • (g a * g b)) * (w k • (g (c k) * g (d k))) =
      -((w k • (g (c k) * g (d k))) * (z • (g a * g b))) := h.centre_leaf k
    rw [smul_mul_smul_comm, smul_mul_smul_comm, mul_comm (w k) z, ← smul_neg] at h1
    exact smul_right_injective A (mul_ne_zero hz (hw k)) h1
  have comm : ∀ j k, Commute (g (c j) * g (d j)) (g (c k) * g (d k)) := by
    intro j k
    have h1 : (w j • (g (c j) * g (d j))) * (w k • (g (c k) * g (d k))) =
      (w k • (g (c k) * g (d k))) * (w j • (g (c j) * g (d j))) := h.leaf_leaf j k
    rw [smul_mul_smul_comm, smul_mul_smul_comm, mul_comm (w k) (w j)] at h1
    exact smul_right_injective A (mul_ne_zero (hw j) (hw k)) h1
  -- a bilinear with equal indices is the identity and cannot anticommute with a bilinear
  have hab : a ≠ b := by
    intro e
    refine not_anticommute_of_commute (u a b) (u (c 0) (d 0)) ?_ (anti 0)
    rw [← e, hg.sq]
    exact Commute.one_left _
  have hcd : ∀ k, c k ≠ d k := by
    intro k e
    refine not_anticommute_of_commute (u a b) (u (c k) (d k)) ?_ (anti k)
    rw [← e, hg.sq]
    exact Commute.one_right _
  have disj : ∀ j k, j ≠ k → Disjoint ({c j, d j} : Set ι) {c k, d k} := by
    intro j k hjk
    by_contra hd
    exact not_anticommute_of_commute (u _ _) (u _ _) (comm j k)
      ((anticommute_iff hg (hcd j) (hcd k)).mpr ⟨hdist j k hjk, hd⟩)
  have meet : ∀ k, a ∈ ({c k, d k} : Set ι) ∨ b ∈ ({c k, d k} : Set ι) := by
    intro k
    obtain ⟨x, hx, hy⟩ := Set.not_disjoint_iff.mp ((anticommute_iff hg hab (hcd k)).mp (anti k)).2
    rcases hx with hx | hx
    · exact Or.inl (hx ▸ hy)
    · exact Or.inr ((Set.mem_singleton_iff.mp hx) ▸ hy)
  -- three disjoint leaves cannot share the two indices of the centre
  rcases meet 0 with h0 | h0 <;> rcases meet 1 with h1 | h1 <;> rcases meet 2 with h2 | h2 <;>
    first
    | exact Set.disjoint_left.mp (disj 0 1 (by decide)) h0 h1
    | exact Set.disjoint_left.mp (disj 0 2 (by decide)) h0 h2
    | exact Set.disjoint_left.mp (disj 1 2 (by decide)) h1 h2
```

The condition on the leaf sets is needed. With three different generators \(g_0,g_1,g_2\), take the centre \(g_0g_1\) and let all three leaves be \(g_0g_2\). The centre anticommutes with each leaf and the leaves commute, so the claw relations hold.

The same counting gives a neighbouring bound, stated here without a formal proof: a product of \(m\) different generators anticommutes with at most \(m\) bilinears whose index sets are pairwise disjoint, since each must contain one of the \(m\) indices. For \(m=2\) this rules out the third leaf; for \(m=4\) it leaves room for the claw in (d).

## (h) One more qubit adds two generators

**Task.** From Majorana generators \(g_i\in A\), form the \(2\times2\) matrices over \(A\)

\[
G_i=\begin{pmatrix}0&g_i\\ g_i&0\end{pmatrix},\quad
Y=\begin{pmatrix}0&-\mathrm i\\ \mathrm i&0\end{pmatrix},\quad
Z=\begin{pmatrix}1&0\\0&-1\end{pmatrix}.
\]

Show that together they are Majorana generators.

The old generators are multiplied by Pauli \(X\) on the new qubit. The label type `ι ⊕ Fin 2` contains the old labels and two new ones.

```lean
/-- A Jordan-Wigner step: the old generators are multiplied by Pauli X on a new qubit, and
Pauli Y and Pauli Z of that qubit are added. -/
def addQubit (g : ι → A) : ι ⊕ Fin 2 → Matrix (Fin 2) (Fin 2) A :=
  Sum.elim (fun i => !![0, g i; g i, 0])
    ![!![0, -algebraMap ℂ A Complex.I; algebraMap ℂ A Complex.I, 0], !![1, 0; 0, -1]]
```

**Solution.** The squares are \(G_i^2=g_i^2\,\mathbb 1=\mathbb 1\) and \(Y^2=Z^2=\mathbb 1\). For \(i\neq j\), \(G_iG_j=g_ig_j\,\mathbb 1=-G_jG_i\). The mixed products are

\[
G_iY=\begin{pmatrix}\mathrm i g_i&0\\0&-\mathrm i g_i\end{pmatrix}=-YG_i,\qquad
G_iZ=\begin{pmatrix}0&-g_i\\ g_i&0\end{pmatrix}=-ZG_i,
\]

and \(YZ=-ZY\). The code checks the same identities entry by entry, using that complex scalars commute with every \(g_i\).

```lean
/-- The Jordan-Wigner step turns Majorana generators into Majorana generators. -/
theorem IsMajorana.addQubit {g : ι → A} (hg : IsMajorana g) :
    IsMajorana (addQubit g) := by
  have hJ : algebraMap ℂ A Complex.I * algebraMap ℂ A Complex.I = -1 := by
    rw [← map_mul, Complex.I_mul_I, map_neg, map_one]
  have hc : ∀ i, algebraMap ℂ A Complex.I * g i = g i * algebraMap ℂ A Complex.I :=
    fun i => Algebra.commutes _ _
  have hs : ∀ x : A, Complex.I • x = x * algebraMap ℂ A Complex.I :=
    fun x => (Algebra.smul_def _ _).trans (Algebra.commutes _ _)
  constructor
  · rintro (i | k)
    · ext r s
      fin_cases r <;> fin_cases s <;>
        simp [FreeFermionClaw.addQubit, Matrix.mul_apply, Fin.sum_univ_two, hg.sq]
    · fin_cases k <;> ext r s <;> fin_cases r <;> fin_cases s <;>
        simp [FreeFermionClaw.addQubit, Matrix.mul_apply, Fin.sum_univ_two, hJ]
  · rintro (i | k) (j | l) hij
    · have h := hg.anti i j (fun e => hij (by rw [e]))
      ext r s
      fin_cases r <;> fin_cases s <;>
        simp [FreeFermionClaw.addQubit, Matrix.mul_apply, Fin.sum_univ_two, h]
    · fin_cases l <;> ext r s <;> fin_cases r <;> fin_cases s <;>
        simp [FreeFermionClaw.addQubit, Matrix.mul_apply, Fin.sum_univ_two, hs]
    · fin_cases k <;> ext r s <;> fin_cases r <;> fin_cases s <;>
        simp [FreeFermionClaw.addQubit, Matrix.mul_apply, Fin.sum_univ_two, hc]
    · fin_cases k <;> fin_cases l <;>
        first
        | exact absurd rfl hij
        | (ext r s
           fin_cases r <;> fin_cases s <;>
             simp [FreeFermionClaw.addQubit, Matrix.mul_apply, Fin.sum_univ_two, hs])
```

## (i) Seven generators on three qubits

**Task.** Construct seven Majorana generators explicitly.

**Solution.** Start in \(A=\mathbb C\) with the single generator 1. It squares to 1, and there is no second generator with which it would have to anticommute. Three applications of (h) give \(1+2+2+2=7\) generators in nested \(2\times2\) matrices, equivalent to \(8\times8\) complex matrices. The hypothesis of (d) can therefore be met on three qubits.

```lean
/-- Three Jordan-Wigner steps from the number one give seven Majorana generators in nested
complex two-by-two matrices. -/
theorem isMajorana_witness :
    IsMajorana (addQubit (addQubit (addQubit (fun _ : Unit => (1 : ℂ))))) ∧
      Fintype.card (((Unit ⊕ Fin 2) ⊕ Fin 2) ⊕ Fin 2) = 7 := by
  have h : IsMajorana (fun _ : Unit => (1 : ℂ)) :=
    ⟨fun _ => one_mul 1, fun i j hij => absurd (Subsingleton.elim i j) hij⟩
  exact ⟨h.addQubit.addQubit.addQubit, by simp⟩

end

end FreeFermionClaw
```

```lean
#print axioms FreeFermionClaw.quartic_claw
-- 'FreeFermionClaw.quartic_claw' depends on axioms: [propext, Classical.choice, Quot.sound]
#print axioms FreeFermionClaw.no_bilinear_claw
-- 'FreeFermionClaw.no_bilinear_claw' depends on axioms: [propext, Classical.choice, Quot.sound]
```
